# For a finite real symmetric H, the lattice fixed-node ground energy is an upper bound on the true one

The fixed-node Hamiltonian contains the ratio ψ(y)/ψ(x), so its definition must say what happens where the guiding function ψ vanishes. Here an off-diagonal element H(x,y) is deleted only if ψ(x)H(x,y)ψ(y) is strictly positive. A deleted link therefore never touches a zero of ψ, and ψ may have zeros.

The type `n` is a finite set of configurations, and `deleted H ψ` is written D below. The deleted hops return as a diagonal sign-flip potential V, with V(x) = 0 where ψ(x) = 0:

V(x) = Σ_y D(x,y)ψ(y)/ψ(x)
H_FN = H − D + V

```lean
import Mathlib

open Matrix

namespace LatticeFixedNode

noncomputable section

variable {n : Type*} [Fintype n] [DecidableEq n]

/-- The sign-violating part of `H`: the off-diagonal elements with
`ψ x * H x y * ψ y > 0`, all other entries being zero. -/
def deleted (H : Matrix n n ℝ) (ψ : n → ℝ) : Matrix n n ℝ :=
  fun x y => if x ≠ y ∧ 0 < ψ x * H x y * ψ y then H x y else 0

/-- The fixed-node Hamiltonian: sign-violating hops are removed and returned as a diagonal
sign-flip potential. Where `ψ x = 0` no hop is removed and the potential is zero. -/
def fixedNode (H : Matrix n n ℝ) (ψ : n → ℝ) : Matrix n n ℝ :=
  H - deleted H ψ + diagonal fun x => ∑ y, deleted H ψ x y * ψ y / ψ x
```

## E₀ and E are ground energies

E₀ belongs to H and E to H_FN. `IsGroundEnergy` asks for two things: an eigenvalue with a nonzero real eigenvector, and a lower bound on the quadratic form. That such energies exist is assumed in the final theorem. The bound needs the lower-bound property of E₀ and the eigenvector of E; the comparison with ψ needs the lower-bound property of E.

```lean
/-- `E` is the ground-state energy of `H`: an eigenvalue that bounds the quadratic form
of `H` from below. -/
def IsGroundEnergy (H : Matrix n n ℝ) (E : ℝ) : Prop :=
  (∃ v : n → ℝ, v ≠ 0 ∧ H *ᵥ v = E • v) ∧ ∀ v : n → ℝ, E * (v ⬝ᵥ v) ≤ v ⬝ᵥ H *ᵥ v
```

## H is symmetric

For a real Hamiltonian, symmetry is hermiticity: a hop and its reverse have the same amplitude. Both directions are then deleted together, so D(x,y) = D(y,x).

```lean
omit [Fintype n] in
/-- For symmetric `H` the deleted part is symmetric. -/
theorem deleted_symm {H : Matrix n n ℝ} (hH : H.IsSymm) (ψ : n → ℝ) (x y : n) :
    deleted H ψ x y = deleted H ψ y x := by
  have h : H y x = H x y := hH.apply x y
  have e : ψ y * H x y * ψ x = ψ x * H x y * ψ y := by ring
  unfold deleted
  refine if_congr ?_ h.symm rfl
  rw [h, e, ne_comm]
```

Three facts hold without symmetry. First, each entry of D is zero or has positive weight w(x,y) = ψ(x)D(x,y)ψ(y). Second, ψ(x)H_FN(x,y)ψ(y) ≤ 0 for x ≠ y, since a positive product is removed and any other is kept. This removes the sign problem relative to ψ where ψ is nonzero; at a zero of ψ it reads 0 ≤ 0 and restricts nothing. Third, V(x)ψ(x) = Σ_y D(x,y)ψ(y), so the potential restores what deletion took from Hψ:

H_FN ψ = Hψ − Dψ + Vψ = Hψ

```lean
omit [Fintype n] in
/-- Each entry of the deleted part is either zero or has positive weight with respect
to the guiding function. -/
theorem deleted_cases (H : Matrix n n ℝ) (ψ : n → ℝ) (x y : n) :
    deleted H ψ x y = 0 ∨ 0 < ψ x * deleted H ψ x y * ψ y := by
  unfold deleted
  split_ifs with h
  · exact Or.inr h.2
  · exact Or.inl rfl

/-- The fixed-node Hamiltonian has no positive off-diagonal element relative to the signs
of the guiding function. -/
theorem fixedNode_sign (H : Matrix n n ℝ) (ψ : n → ℝ) {x y : n} (hxy : x ≠ y) :
    ψ x * fixedNode H ψ x y * ψ y ≤ 0 := by
  have hF : fixedNode H ψ x y = H x y - deleted H ψ x y := by
    simp [fixedNode, diagonal_apply_ne _ hxy]
  rw [hF]
  by_cases c : 0 < ψ x * H x y * ψ y
  · rw [show deleted H ψ x y = H x y from if_pos ⟨hxy, c⟩]
    simp
  · rw [show deleted H ψ x y = 0 from if_neg (fun h => c h.2), sub_zero]
    exact not_lt.1 c

/-- The fixed-node Hamiltonian and `H` act identically on the guiding function. -/
theorem fixedNode_mulVec_self (H : Matrix n n ℝ) (ψ : n → ℝ) :
    fixedNode H ψ *ᵥ ψ = H *ᵥ ψ := by
  ext x
  have h : (∑ y, deleted H ψ x y * ψ y / ψ x) * ψ x = (deleted H ψ *ᵥ ψ) x := by
    rw [Finset.sum_mul]
    simp only [mulVec, dotProduct]
    refine Finset.sum_congr rfl fun y _ => ?_
    rcases deleted_cases H ψ x y with h | h
    · simp [h]
    · have hx : ψ x ≠ 0 := by
        intro h0
        simp [h0] at h
      field_simp
  rw [fixedNode, add_mulVec, sub_mulVec]
  simp only [Pi.add_apply, Pi.sub_apply, mulVec_diagonal]
  rw [h]
  ring
```

Symmetry enters in the energy gap of a real state v:

⟨v|H_FN − H|v⟩ = Σ_{x,y} [D(x,y)ψ(y)/ψ(x) v(x)² − v(x)D(x,y)v(y)]

With r(x) = v(x)/ψ(x) on deleted links, the bracket is w(x,y)[r(x)² − r(x)r(y)]. Because w is symmetric, exchanging x and y and averaging gives

⟨v|H_FN − H|v⟩ = ½ Σ_{x,y} w(x,y)[r(x) − r(y)]² ≥ 0

In `energy_gap`, `term` expands the square link by link, `swap` exchanges the labels, and `hdiag` and `hoff` identify the potential and hopping sums.

```lean
/-- For symmetric `H`, the fixed-node energy excess of a state `v` is a weighted sum of squared
differences of `v / ψ` across the deleted links. -/
theorem energy_gap {H : Matrix n n ℝ} (hH : H.IsSymm) (ψ v : n → ℝ) :
    v ⬝ᵥ fixedNode H ψ *ᵥ v - v ⬝ᵥ H *ᵥ v =
      1 / 2 * ∑ x, ∑ y, ψ x * deleted H ψ x y * ψ y * (v x / ψ x - v y / ψ y) ^ 2 := by
  -- expand the square on each link
  have term : ∀ x y, ψ x * deleted H ψ x y * ψ y * (v x / ψ x - v y / ψ y) ^ 2 =
      deleted H ψ x y * ψ y / ψ x * v x ^ 2 + deleted H ψ y x * ψ x / ψ y * v y ^ 2
        - 2 * (v x * deleted H ψ x y * v y) := by
    intro x y
    rw [deleted_symm hH ψ y x]
    rcases deleted_cases H ψ x y with h | h
    · simp [h]
    · have hx : ψ x ≠ 0 := by
        intro h0
        simp [h0] at h
      have hy : ψ y ≠ 0 := by
        intro h0
        simp [h0] at h
      field_simp
      ring
  -- the two diagonal contributions agree after exchanging the summation labels
  have swap : ∑ x, ∑ y, deleted H ψ y x * ψ x / ψ y * v y ^ 2 =
      ∑ x, ∑ y, deleted H ψ x y * ψ y / ψ x * v x ^ 2 := Finset.sum_comm
  have hdiag : v ⬝ᵥ (diagonal fun x => ∑ y, deleted H ψ x y * ψ y / ψ x) *ᵥ v =
      ∑ x, ∑ y, deleted H ψ x y * ψ y / ψ x * v x ^ 2 := by
    simp only [dotProduct, mulVec_diagonal]
    refine Finset.sum_congr rfl fun x _ => ?_
    rw [← Finset.sum_mul]
    ring
  have hoff : v ⬝ᵥ deleted H ψ *ᵥ v = ∑ x, ∑ y, v x * deleted H ψ x y * v y := by
    simp only [dotProduct, mulVec, Finset.mul_sum, mul_assoc]
  rw [fixedNode, add_mulVec, sub_mulVec, dotProduct_add, dotProduct_sub, hdiag, hoff]
  simp only [term, Finset.sum_add_distrib, Finset.sum_sub_distrib, ← Finset.mul_sum]
  rw [swap]
  ring
```

Each term is nonnegative, which makes H_FN − H positive semidefinite. Every fixed-node Rayleigh quotient is thus at least that of H for the same nonzero v. Equality of the two expectations means that every term vanishes, that is, v/ψ agrees across every deleted link; `energy_eq_iff` proves both directions.

```lean
/-- Each link contributes a nonnegative term to the sum in the energy gap. -/
theorem gap_term_nonneg (H : Matrix n n ℝ) (ψ v : n → ℝ) (x y : n) :
    0 ≤ ψ x * deleted H ψ x y * ψ y * (v x / ψ x - v y / ψ y) ^ 2 := by
  rcases deleted_cases H ψ x y with h | h
  · simp [h]
  · exact mul_nonneg h.le (sq_nonneg _)

/-- For symmetric `H`, the difference between the fixed-node Hamiltonian and `H` is positive
semidefinite. -/
theorem fixedNode_sub_posSemidef {H : Matrix n n ℝ} (hH : H.IsSymm) (ψ : n → ℝ) :
    (fixedNode H ψ - H).PosSemidef := by
  have hD : (deleted H ψ).IsSymm := IsSymm.ext fun i j => deleted_symm hH ψ j i
  have hF : (fixedNode H ψ).IsSymm := (hH.sub hD).add (isSymm_diagonal _)
  refine PosSemidef.of_dotProduct_mulVec_nonneg
    ((conjTranspose_eq_transpose_of_trivial _).trans (hF.sub hH)) fun v => ?_
  rw [star_trivial, sub_mulVec, dotProduct_sub, energy_gap hH]
  exact mul_nonneg (by norm_num)
    (Finset.sum_nonneg fun x _ => Finset.sum_nonneg fun y _ => gap_term_nonneg H ψ v x y)

/-- For symmetric `H`, a state has equal energy expectation in both Hamiltonians exactly when
its ratio to the guiding function agrees across every deleted link. -/
theorem energy_eq_iff {H : Matrix n n ℝ} (hH : H.IsSymm) (ψ v : n → ℝ) :
    v ⬝ᵥ fixedNode H ψ *ᵥ v = v ⬝ᵥ H *ᵥ v ↔
      ∀ x y, x ≠ y → 0 < ψ x * H x y * ψ y → v x / ψ x = v y / ψ y := by
  have gap := energy_gap hH ψ v
  constructor
  · intro h x y hne hp
    have hs : ∑ x, ∑ y, ψ x * deleted H ψ x y * ψ y * (v x / ψ x - v y / ψ y) ^ 2 = 0 := by
      linarith
    -- a vanishing sum of nonnegative terms vanishes link by link
    have hx := (Finset.sum_eq_zero_iff_of_nonneg (fun x _ =>
      Finset.sum_nonneg fun y _ => gap_term_nonneg H ψ v x y)).1 hs x (Finset.mem_univ x)
    have hxy := (Finset.sum_eq_zero_iff_of_nonneg (fun y _ =>
      gap_term_nonneg H ψ v x y)).1 hx y (Finset.mem_univ y)
    rw [show deleted H ψ x y = H x y from if_pos ⟨hne, hp⟩] at hxy
    rcases mul_eq_zero.1 hxy with h | h
    · exact absurd h hp.ne'
    · exact sub_eq_zero.1 ((pow_eq_zero_iff two_ne_zero).1 h)
  · intro h
    have hs : ∑ x, ∑ y, ψ x * deleted H ψ x y * ψ y * (v x / ψ x - v y / ψ y) ^ 2 = 0 := by
      refine Finset.sum_eq_zero fun x _ => Finset.sum_eq_zero fun y _ => ?_
      by_cases c : x ≠ y ∧ 0 < ψ x * H x y * ψ y
      · rw [h x y c.1 c.2]
        simp
      · rw [show deleted H ψ x y = 0 from if_neg c]
        simp
    rw [hs] at gap
    linarith
```

Without symmetry, the quadratic form of H_FN − H can be negative. Take ψ = (1, 1) and let H(1,2) = 1 be the only nonzero element. Then H_FN has the single nonzero element H_FN(1,1) = 1, and the gap is v(1)² − v(1)v(2), which equals −1 at v = (1, 2).

## ψ is not identically zero

This hypothesis gives the guiding function a variational energy. It is used only for the upper limit on E, where one divides by ⟨ψ|ψ⟩. For a fixed-node ground state v,

E₀⟨v|v⟩ ≤ ⟨v|H|v⟩ ≤ ⟨v|H_FN|v⟩ = E⟨v|v⟩

and dividing by ⟨v|v⟩ > 0 gives E₀ ≤ E. Testing H_FN with ψ gives

E⟨ψ|ψ⟩ ≤ ⟨ψ|H_FN|ψ⟩ = ⟨ψ|H|ψ⟩

The two bullets of `ground_energy_bounds` are these two lines, with `dot_self_pos` supplying the positive norms. If ψ = 0, then H_FN = H and Lean evaluates the quotient 0/0 as 0, so the upper limit fails for the one-configuration Hamiltonian H = (1).

```lean
omit [DecidableEq n] in
/-- A nonzero real state has positive squared norm. -/
theorem dot_self_pos {v : n → ℝ} (hv : v ≠ 0) : 0 < v ⬝ᵥ v :=
  lt_of_le_of_ne (Finset.sum_nonneg fun _ _ => mul_self_nonneg _)
    fun h => hv (dotProduct_self_eq_zero.1 h.symm)

/-- For symmetric `H` and a nonzero guiding function, the fixed-node ground energy lies between
the true ground energy and the variational energy of the guiding function. -/
theorem ground_energy_bounds {H : Matrix n n ℝ} (hH : H.IsSymm) {ψ : n → ℝ} (hψ : ψ ≠ 0)
    {E₀ E : ℝ} (h₀ : IsGroundEnergy H E₀) (hF : IsGroundEnergy (fixedNode H ψ) E) :
    E₀ ≤ E ∧ E ≤ (ψ ⬝ᵥ H *ᵥ ψ) / (ψ ⬝ᵥ ψ) := by
  obtain ⟨⟨v, hv, hev⟩, hmin⟩ := hF
  constructor
  · -- the fixed-node ground state is a trial state for `H`
    have b := (fixedNode_sub_posSemidef hH ψ).dotProduct_mulVec_nonneg v
    rw [star_trivial, sub_mulVec, dotProduct_sub, hev, dotProduct_smul, smul_eq_mul] at b
    exact le_of_mul_le_mul_right ((h₀.2 v).trans (sub_nonneg.1 b)) (dot_self_pos hv)
  · -- the guiding function is a trial state for the fixed-node Hamiltonian
    have h := hmin ψ
    rw [fixedNode_mulVec_self] at h
    exact (le_div_iff₀ (dot_self_pos hψ)).2 h

end

end LatticeFixedNode
```

```lean
#print axioms LatticeFixedNode.fixedNode_sign
-- 'LatticeFixedNode.fixedNode_sign' depends on axioms: [propext, Classical.choice, Quot.sound]
#print axioms LatticeFixedNode.energy_eq_iff
-- 'LatticeFixedNode.energy_eq_iff' depends on axioms: [propext, Classical.choice, Quot.sound]
#print axioms LatticeFixedNode.ground_energy_bounds
-- 'LatticeFixedNode.ground_energy_bounds' depends on axioms: [propext, Classical.choice, Quot.sound]
```

For lattice fixed-node Monte Carlo with a finite, real symmetric Hamiltonian, the ground energy of H_FN is thus variational and no worse than the energy of ψ itself. The statement concerns that energy, not the statistical error of a simulation. If ψ has zeros, a walk with importance sampling by ψ never visits them, and the energy it projects out can lie above E.

## Two configurations in numbers

Let H(1,2) = H(2,1) = 1 with zero diagonal, and ψ = (1, 2). The link has weight 2 and is deleted. The potential is V(1) = 2 and V(2) = 1/2, so H_FN = diag(2, 1/2) and both Hamiltonians send ψ to (2, 1). The energies are

E₀ = −1, E = 1/2, ⟨ψ|H|ψ⟩/⟨ψ|ψ⟩ = 4/5

in the order that the theorem requires. The gap is 2[v(1) − v(2)/2]². It is positive for the true ground state (1, −1)/√2, which changes sign across the link while ψ does not.
